# A pendular state in a cos²θ potential is even or odd in cos θ and has zero orientation

Let θ be the angle between the axis of a rigid linear molecule and the field axis, and put x = cos θ. An energy eigenstate with azimuthal factor exp(imφ) has a polar amplitude S(x), which can be chosen real, obeying

((1 − x²)S′)′ + q(x)S = 0, with q(x) = E + ηx² − m²/(1 − x²).

Here E is the energy in units of the rotational constant, with any constant field shift absorbed into it. The number η measures the coupling of the field to the polarisability anisotropy, in the same units. There is no cos θ term, so coupling to a permanent dipole is left out. For normalised S, the orientation ⟨cos θ⟩ is ∫ x S² over [−1,1], and the alignment ⟨cos²θ⟩ is ∫ x² S².

```lean
import Mathlib

open Set

namespace AlignmentWithoutOrientation
```

These lines load the library Mathlib, allow short names for intervals, and open a namespace for the results.

## The equation and its boundary condition

```lean
/-- Amplitude `S` with slope `T`, as functions of `x = cos θ`, solving
`((1-x²)S')' + (E + η x² - m²/(1-x²)) S = 0` for `-1 < x < 1`, with `S` continuous up to the
poles and the flux `(1-x²)S'` going continuously to zero there. -/
structure IsPendularState (E η m : ℝ) (S T : ℝ → ℝ) : Prop where
  cont : ContinuousOn S (Icc (-1) 1)
  slope : ∀ x ∈ Ioo (-1 : ℝ) 1, HasDerivAt S (T x) x
  flux_cont : ContinuousOn (fun x => (1 - x ^ 2) * T x) (Icc (-1) 1)
  eqn : ∀ x ∈ Ioo (-1 : ℝ) 1, HasDerivAt (fun y => (1 - y ^ 2) * T y)
    (-(E + η * x ^ 2 - m ^ 2 / (1 - x ^ 2)) * S x) x
```

`IsPendularState E η m S T` is a proposition about two functions, the amplitude `S` and its slope `T`. `Icc (-1) 1` is the closed interval and `Ioo (-1) 1` the open one. `HasDerivAt f d x` says that f has derivative d at x.

The four fields say that S is continuous up to the poles, that S′ = T between them, that the flux P = (1 − x²)T is continuous up to the poles, and that P′ = −qS between them. Since 1 − x² is zero at x = ±1, continuity forces the flux to tend to zero there. Physically, this and the continuity of S exclude solutions that are singular on the field axis.

The slope need not stay finite at the poles, which matters for m = 1, where S behaves like √(1 − x²). The parameters may be any real numbers, although physical m is an integer. S need not be normalised, and S = 0 is allowed.

## Two states with equal parameters have zero Wronskian

```lean
variable {E η m : ℝ} {S T S₁ T₁ S₂ T₂ : ℝ → ℝ}

/-- Two pendular states with the same `E`, `η` and `m` have zero Wronskian for `-1 < x < 1`. -/
theorem wronskian_eq_zero (h₁ : IsPendularState E η m S₁ T₁)
    (h₂ : IsPendularState E η m S₂ T₂) {x : ℝ} (hx : x ∈ Ioo (-1 : ℝ) 1) :
    S₁ x * T₂ x - S₂ x * T₁ x = 0 := by
  let W : ℝ → ℝ := fun y => S₁ y * ((1 - y ^ 2) * T₂ y) - S₂ y * ((1 - y ^ 2) * T₁ y)
  have hc : ContinuousOn W (Icc (-1) 1) :=
    (h₁.cont.mul h₂.flux_cont).sub (h₂.cont.mul h₁.flux_cont)
  have hd : ∀ y ∈ Ioo (-1 : ℝ) 1, HasDerivAt W 0 y := fun y hy =>
    (((h₁.slope y hy).fun_mul (h₂.eqn y hy)).fun_sub
      ((h₂.slope y hy).fun_mul (h₁.eqn y hy))).congr_deriv (by ring)
  -- the weighted Wronskian is constant between `x` and the pole, where it vanishes
  obtain ⟨c, _, hs⟩ := exists_hasDerivAt_eq_slope W (fun _ => 0) hx.2
    (hc.mono (Icc_subset_Icc_left hx.1.le)) (fun y hy => hd y ⟨hx.1.trans hy.1, hy.2⟩)
  have hs' := (eq_div_iff (sub_pos.mpr hx.2).ne').mp hs
  have hW1 : W 1 = 0 := by simp [W]
  have hWx : (1 - x ^ 2) * (S₁ x * T₂ x - S₂ x * T₁ x) = 0 := by
    have h0 : W x = 0 := by linarith
    have h1 : S₁ x * ((1 - x ^ 2) * T₂ x) - S₂ x * ((1 - x ^ 2) * T₁ x) = 0 := h0
    linear_combination h1
  have hp : 0 < 1 - x ^ 2 := by nlinarith [hx.1, hx.2]
  exact (mul_eq_zero.mp hWx).resolve_left hp.ne'
```

The hypotheses `h₁` and `h₂` say that both pairs are pendular states with the same E, η and m. With Pᵢ = (1 − y²)Tᵢ, define W = S₁P₂ − S₂P₁. Then

W′ = T₁P₂ − qS₁S₂ − T₂P₁ + qS₂S₁ = (1 − y²)(T₁T₂ − T₂T₁) = 0.

So W is constant, and W(1) = 0 because both fluxes vanish at the pole. Dividing W(x) = 0 by 1 − x² > 0 gives S₁T₂ − S₂T₁ = 0. In the proof, `hd` is the derivative calculation, and `exists_hasDerivAt_eq_slope`, the mean value theorem, carries the value at the pole back to x.

## Reflection and superposition

```lean
/-- Reflecting a pendular state through the equatorial plane gives a pendular state with the
same parameters. -/
theorem IsPendularState.reflect (h : IsPendularState E η m S T) :
    IsPendularState E η m (fun x => S (-x)) (fun x => -T (-x)) := by
  have hm : MapsTo (fun x : ℝ => -x) (Icc (-1) 1) (Icc (-1) 1) := by
    intro x hx
    simp only [mem_Icc] at hx ⊢
    constructor <;> linarith [hx.1, hx.2]
  have hi : ∀ x ∈ Ioo (-1 : ℝ) 1, -x ∈ Ioo (-1 : ℝ) 1 := fun x hx =>
    ⟨by linarith [hx.2], by linarith [hx.1]⟩
  have e : (fun y => (1 - y ^ 2) * (-T (-y))) = fun y => -((1 - (-y) ^ 2) * T (-y)) := by
    funext y; ring
  refine ⟨h.cont.comp continuous_neg.continuousOn hm, fun x hx => ?_, ?_, fun x hx => ?_⟩
  · have h1 : HasDerivAt (fun y => S (-y)) (T (-x) * -1) x :=
      (h.slope (-x) (hi x hx)).comp x (hasDerivAt_neg x)
    have h2 : HasDerivAt (fun y => S (-y)) (-T (-x)) x := h1.congr_deriv (by ring)
    exact h2
  · have h1 : ContinuousOn (fun y => -((1 - (-y) ^ 2) * T (-y))) (Icc (-1) 1) :=
      (h.flux_cont.comp continuous_neg.continuousOn hm).neg
    rw [← e] at h1
    exact h1
  · have h1 : HasDerivAt (fun y => (1 - (-y) ^ 2) * T (-y))
        (-(E + η * (-x) ^ 2 - m ^ 2 / (1 - (-x) ^ 2)) * S (-x) * -1) x :=
      (h.eqn (-x) (hi x hx)).comp x (hasDerivAt_neg x)
    have h2 : HasDerivAt (fun y => -((1 - (-y) ^ 2) * T (-y)))
        (-(E + η * x ^ 2 - m ^ 2 / (1 - x ^ 2)) * S (-x)) x :=
      h1.fun_neg.congr_deriv (by simp only [neg_sq]; ring)
    rw [← e] at h2
    exact h2
```

The reflected amplitude S(−x) has slope −T(−x) and flux −P(−x). The derivative of that flux is P′(−x) = −q(−x)S(−x) = −q(x)S(−x), because q is even. The proof checks the four fields in turn, using the chain rule.

```lean
/-- If `S₁` and `S₂` are pendular states with the same parameters, so is `S₁ + c S₂` for real `c`.
-/
theorem IsPendularState.superpose (h₁ : IsPendularState E η m S₁ T₁)
    (h₂ : IsPendularState E η m S₂ T₂) (c : ℝ) :
    IsPendularState E η m (fun x => S₁ x + c * S₂ x) (fun x => T₁ x + c * T₂ x) := by
  have e : (fun y => (1 - y ^ 2) * (T₁ y + c * T₂ y)) =
      fun y => (1 - y ^ 2) * T₁ y + c * ((1 - y ^ 2) * T₂ y) := by funext y; ring
  refine ⟨h₁.cont.add (continuousOn_const.mul h₂.cont),
    fun x hx => (h₁.slope x hx).fun_add ((h₂.slope x hx).const_mul c), ?_, fun x hx => ?_⟩
  · have h : ContinuousOn (fun y => (1 - y ^ 2) * T₁ y + c * ((1 - y ^ 2) * T₂ y))
        (Icc (-1) 1) := h₁.flux_cont.add (continuousOn_const.mul h₂.flux_cont)
    rw [← e] at h
    exact h
  · have h : HasDerivAt (fun y => (1 - y ^ 2) * T₁ y + c * ((1 - y ^ 2) * T₂ y))
        (-(E + η * x ^ 2 - m ^ 2 / (1 - x ^ 2)) * (S₁ x + c * S₂ x)) x :=
      ((h₁.eqn x hx).fun_add ((h₂.eqn x hx).const_mul c)).congr_deriv (by ring)
    rw [← e] at h
    exact h
```

The equation is linear, so S₁ + cS₂ solves it with the same parameters. Only c = 1 and c = −1 are needed below.

## Zero value and slope at the equator force a zero state

```lean
/-- A pendular state whose value and slope vanish at the equator is zero on the northern
hemisphere, the pole excepted. -/
theorem eq_zero_north (h : IsPendularState E η m S T) (h0 : S 0 = 0) (h0' : T 0 = 0)
    {a : ℝ} (ha0 : 0 ≤ a) (ha1 : a < 1) : S a = 0 := by
  rcases ha0.eq_or_lt with rfl | ha
  · exact h0
  have hda : 0 < 1 - a ^ 2 := by nlinarith
  let K : ℝ := (1 + m ^ 2) / (1 - a ^ 2) + |E| + |η|
  let P : ℝ → ℝ := fun y => (1 - y ^ 2) * T y
  let g : ℝ → ℝ := fun y => Real.exp (-K * y) * (S y * S y + P y * P y)
  let g' : ℝ → ℝ := fun y => Real.exp (-K * y) *
    (2 * S y * T y + 2 * P y * (-(E + η * y ^ 2 - m ^ 2 / (1 - y ^ 2)) * S y)
      - K * (S y * S y + P y * P y))
  have hg : ∀ y ∈ Ioo (-1 : ℝ) 1, HasDerivAt g (g' y) y := by
    intro y hy
    have hS := h.slope y hy
    have hP : HasDerivAt P (-(E + η * y ^ 2 - m ^ 2 / (1 - y ^ 2)) * S y) y := h.eqn y hy
    have hE : HasDerivAt (fun y => Real.exp (-K * y)) (Real.exp (-K * y) * (-K)) y :=
      (((hasDerivAt_id' y).const_mul (-K)).exp).congr_deriv (by ring)
    exact (hE.fun_mul ((hS.fun_mul hS).fun_add (hP.fun_mul hP))).congr_deriv
      (by simp only [g']; ring)
  obtain ⟨c, hc, hs⟩ := exists_hasDerivAt_eq_slope g g' ha
    (fun y hy => (hg y ⟨by linarith [hy.1], by linarith [hy.2]⟩).continuousAt.continuousWithinAt)
    (fun y hy => hg y ⟨by linarith [hy.1], by linarith [hy.2]⟩)
  have hd : 0 < 1 - c ^ 2 := by nlinarith [hc.1, hc.2]
  -- Grönwall estimate: the derivative of `g` at `c` is not positive
  have hneg : g' c ≤ 0 := by
    let k : ℝ := (1 + m ^ 2) / (1 - c ^ 2) - E - η * c ^ 2
    have hinv : (1 - c ^ 2) * (1 - c ^ 2)⁻¹ = 1 := mul_inv_cancel₀ hd.ne'
    have hk : 2 * S c * T c + 2 * P c * (-(E + η * c ^ 2 - m ^ 2 / (1 - c ^ 2)) * S c)
        = 2 * S c * P c * k := by
      simp only [P, k]
      linear_combination (-2 * S c * T c) * hinv
    have h1 : (1 + m ^ 2) / (1 - c ^ 2) ≤ (1 + m ^ 2) / (1 - a ^ 2) := by
      rw [div_le_div_iff₀ hd hda]
      exact mul_le_mul_of_nonneg_left (by nlinarith [hc.1, hc.2]) (by positivity)
    have h2 : 0 ≤ (1 + m ^ 2) / (1 - c ^ 2) := div_nonneg (by positivity) hd.le
    have h3 := mul_nonneg (sub_nonneg.2 (le_abs_self η)) (sq_nonneg c)
    have h4 := mul_nonneg (by linarith [neg_abs_le η] : 0 ≤ |η| + η) (sq_nonneg c)
    have h5 := mul_nonneg (abs_nonneg η) hd.le
    have hlo : 0 ≤ K + k := by
      simp only [K, k]
      nlinarith [le_abs_self E]
    have hhi : 0 ≤ K - k := by
      simp only [K, k]
      nlinarith [neg_abs_le E]
    refine mul_nonpos_of_nonneg_of_nonpos (Real.exp_pos _).le ?_
    rw [hk]
    nlinarith [mul_nonneg hlo (sq_nonneg (S c - P c)), mul_nonneg hhi (sq_nonneg (S c + P c))]
  have hs' := (eq_div_iff (sub_pos.mpr ha).ne').mp hs
  have hg0 : g 0 = 0 := by simp [g, P, h0, h0']
  have hga : Real.exp (-K * a) * (S a * S a + P a * P a) ≤ 0 := by
    have : g a ≤ 0 := by nlinarith
    exact this
  have he : S a * S a + P a * P a ≤ 0 := nonpos_of_mul_nonpos_right hga (Real.exp_pos _)
  exact mul_self_eq_zero.mp
    (le_antisymm (by linarith [mul_self_nonneg (P a)]) (mul_self_nonneg _))
```

Take 0 < a < 1 and let N = S² + P². Since T = P/(1 − y²),

N′ = 2ST − 2qSP = 2kSP, with k = (1 + m²)/(1 − y²) − E − ηy².

On [0,a], |k| ≤ K = (1 + m²)/(1 − a²) + |E| + |η|. The identity

KN − 2kSP = ½[(K + k)(S − P)² + (K − k)(S + P)²] ≥ 0

then gives N′ ≤ KN, so g = exp(−Ky)N has g′ ≤ 0. If S(0) = T(0) = 0, then g(0) = 0, hence N(a) ≤ 0 and S(a) = 0.

In Lean, `hlo` and `hhi` are the bounds K + k ≥ 0 and K − k ≥ 0, and `hneg` is g′ ≤ 0 at the point c supplied by the mean value theorem.

```lean
/-- A pendular state whose value and slope vanish at the equator is zero on all of `[-1,1]`. -/
theorem eq_zero_of_equator (h : IsPendularState E η m S T) (h0 : S 0 = 0) (h0' : T 0 = 0) :
    ∀ x ∈ Icc (-1 : ℝ) 1, S x = 0 := by
  have hI : EqOn S (fun _ => 0) (Ioo (-1) 1) := by
    intro x hx
    rcases le_total 0 x with hp | hn
    · exact eq_zero_north h h0 h0' hp hx.2
    · have := eq_zero_north h.reflect (by simpa using h0) (by simpa using h0')
        (neg_nonneg.mpr hn) (by linarith [hx.1])
      simpa using this
  intro x hx
  exact hI.of_subset_closure h.cont continuousOn_const Ioo_subset_Icc_self
    (by simp [closure_Ioo (by norm_num : (-1 : ℝ) ≠ 1)]) hx
```

Applying the previous result to the reflected state covers the southern hemisphere. Continuity then extends S = 0 to the two poles.

## Definite parity and zero orientation

```lean
/-- A pendular state has a vanishing value or slope at the equator, is even or odd in `cos θ`, and
has zero orientation integral `∫ x S²`. -/
theorem alignment_without_orientation (h : IsPendularState E η m S T) :
    S 0 * T 0 = 0 ∧
    ((∀ x ∈ Icc (-1 : ℝ) 1, S (-x) = S x) ∨ (∀ x ∈ Icc (-1 : ℝ) 1, S (-x) = -S x)) ∧
    ∫ x in (-1 : ℝ)..1, x * S x ^ 2 = 0 := by
  have hW : S 0 * T 0 = 0 := by
    have := wronskian_eq_zero h h.reflect (x := 0) ⟨by norm_num, by norm_num⟩
    simp only [neg_zero] at this
    linarith
  have hpar : (∀ x ∈ Icc (-1 : ℝ) 1, S (-x) = S x) ∨
      (∀ x ∈ Icc (-1 : ℝ) 1, S (-x) = -S x) := by
    rcases mul_eq_zero.mp hW with h0 | h0
    · right
      intro x hx
      have := eq_zero_of_equator (h.superpose h.reflect 1) (by simp [h0]) (by simp) x hx
      linarith
    · left
      intro x hx
      have := eq_zero_of_equator (h.superpose h.reflect (-1)) (by simp) (by simp [h0]) x hx
      linarith
  refine ⟨hW, hpar, ?_⟩
  have hsq : ∀ x ∈ Icc (-1 : ℝ) 1, S (-x) ^ 2 = S x ^ 2 := by
    intro x hx
    rcases hpar with hp | hp
    · rw [hp x hx]
    · rw [hp x hx, neg_sq]
  -- the substitution `x ↦ -x` leaves the integral unchanged; parity then reverses its sign
  have h1 : ∫ x in (-1 : ℝ)..1, (-x) * S (-x) ^ 2 = ∫ x in (-1 : ℝ)..1, x * S x ^ 2 := by
    have h := intervalIntegral.integral_comp_neg (a := (-1 : ℝ)) (b := 1)
      (fun x => x * S x ^ 2)
    rw [neg_neg] at h
    exact h
  have h2 : ∫ x in (-1 : ℝ)..1, (-x) * S (-x) ^ 2 = ∫ x in (-1 : ℝ)..1, -(x * S x ^ 2) := by
    refine intervalIntegral.integral_congr (fun x hx => ?_)
    rw [uIcc_of_le (by norm_num)] at hx
    show (-x) * S (-x) ^ 2 = -(x * S x ^ 2)
    rw [hsq x hx]
    ring
  rw [intervalIntegral.integral_neg] at h2
  linarith
```

The symbol `∧` means "and", and `∨` means "or". The three conclusions follow in order.

At x = 0, the reflected state has value S(0) and slope −T(0). Its Wronskian with S is −2S(0)T(0), so S(0)T(0) = 0.

If S(0) = 0, the sum S(x) + S(−x) has zero value and slope at the equator. It vanishes everywhere, and S is odd. If T(0) = 0, the same argument for S(x) − S(−x) shows that S is even.

Either way S(−x)² = S(x)². Writing I = ∫ x S² and substituting x → −x gives

I = ∫ (−x)S(−x)² dx = −I,

so I = 0. The steps `hW`, `hpar` and `hsq` record these facts, and `h1` and `h2` are the two equalities for I.

For a rigid linear rotor with only the cos²θ coupling, a numerically computed eigenstate of fixed m should therefore show ⟨cos θ⟩ = 0. A nonzero value can signal that nearly degenerate even and odd states have been mixed. The theorem gives no value for the alignment and does not establish which energies occur.

## Solutions twice differentiable up to the poles

```lean
/-- A solution of `(1-x²)S'' - 2xS' + (E + η x²)S = 0` that is twice differentiable on `[-1,1]` has
a vanishing value or slope at `x = 0`, is even or odd, and satisfies `∫ x S² = 0`. -/
theorem oblate_spheroidal_no_orientation {U : ℝ → ℝ}
    (hS : ∀ x ∈ Icc (-1 : ℝ) 1, HasDerivWithinAt S (T x) (Icc (-1) 1) x)
    (hT : ∀ x ∈ Icc (-1 : ℝ) 1, HasDerivWithinAt T (U x) (Icc (-1) 1) x)
    (heq : ∀ x ∈ Ioo (-1 : ℝ) 1,
      (1 - x ^ 2) * U x - 2 * x * T x + (E + η * x ^ 2) * S x = 0) :
    S 0 * T 0 = 0 ∧
    ((∀ x ∈ Icc (-1 : ℝ) 1, S (-x) = S x) ∨ (∀ x ∈ Icc (-1 : ℝ) 1, S (-x) = -S x)) ∧
    ∫ x in (-1 : ℝ)..1, x * S x ^ 2 = 0 := by
  have hTc : ContinuousOn T (Icc (-1) 1) := fun x hx => (hT x hx).continuousWithinAt
  have hp : Continuous (fun x : ℝ => 1 - x ^ 2) := by fun_prop
  refine alignment_without_orientation (E := E) (η := η) (m := 0)
    ⟨fun x hx => (hS x hx).continuousWithinAt,
     fun x hx => (hS x (Ioo_subset_Icc_self hx)).hasDerivAt (Icc_mem_nhds hx.1 hx.2),
     hp.continuousOn.mul hTc, fun x hx => ?_⟩
  have h1 : HasDerivAt (fun y : ℝ => 1 - y ^ 2) (-(2 * x)) x := by
    simpa using (hasDerivAt_pow 2 x).const_sub 1
  have h2 := (hT x (Ioo_subset_Icc_self hx)).hasDerivAt (Icc_mem_nhds hx.1 hx.2)
  exact (h1.fun_mul h2).congr_deriv (by linear_combination heq x hx)
```

Here m = 0, T = S′ and U = S″, with one-sided derivatives at the poles, as `HasDerivWithinAt` expresses. The equation is the oblate spheroidal one, as in the theorem's name, when η > 0, and the prolate one when η < 0; the theorem covers both. This includes every C² solution. Differentiability makes T continuous, hence also the flux, and the product rule gives

((1 − x²)T)′ = (1 − x²)U − 2xT = −(E + ηx²)S.

All four fields of the predicate hold, so the previous theorem applies.

## Mixing two energies can produce orientation

```lean
/-- The field-free amplitudes `1` and `x` are pendular states with `E = 0` and `E = 2`, and
their sum has orientation integral `4/3`. -/
theorem pendular_witness :
    IsPendularState 0 0 0 (fun _ => 1) (fun _ => 0) ∧
    IsPendularState 2 0 0 (fun x => x) (fun _ => 1) ∧
    ∫ x in (-1 : ℝ)..1, x * (1 + x) ^ 2 = 4 / 3 := by
  refine ⟨⟨by fun_prop, fun x _ => hasDerivAt_const x 1, by fun_prop, fun x _ => ?_⟩,
    ⟨by fun_prop, fun x _ => hasDerivAt_id' x, by fun_prop, fun x _ => ?_⟩, ?_⟩
  · have e : (fun y : ℝ => (1 - y ^ 2) * (0 : ℝ)) = fun _ => 0 := by funext y; ring
    have h : HasDerivAt (fun _ : ℝ => (0 : ℝ))
        (-(0 + 0 * x ^ 2 - 0 ^ 2 / (1 - x ^ 2)) * 1) x :=
      (hasDerivAt_const x (0 : ℝ)).congr_deriv (by ring)
    rw [← e] at h
    exact h
  · have e : (fun y : ℝ => (1 - y ^ 2) * (1 : ℝ)) = fun y => 1 - y ^ 2 := by funext y; ring
    have h1 : HasDerivAt (fun y : ℝ => 1 - y ^ 2) (-(2 * x)) x := by
      simpa using (hasDerivAt_pow 2 x).const_sub 1
    have h : HasDerivAt (fun y : ℝ => 1 - y ^ 2)
        (-(2 + 0 * x ^ 2 - 0 ^ 2 / (1 - x ^ 2)) * x) x := h1.congr_deriv (by ring)
    rw [← e] at h
    exact h
  · have hF : ∀ x ∈ uIcc (-1 : ℝ) 1, HasDerivAt
        (fun y : ℝ => y ^ 2 / 2 + 2 * y ^ 3 / 3 + y ^ 4 / 4) (x * (1 + x) ^ 2) x := by
      intro x _
      have h := (((hasDerivAt_pow 2 x).div_const 2).fun_add
        (((hasDerivAt_pow 3 x).const_mul 2).div_const 3)).fun_add
        ((hasDerivAt_pow 4 x).div_const 4)
      exact h.congr_deriv (by norm_num; ring)
    rw [intervalIntegral.integral_eq_sub_of_hasDerivAt hF
      (Continuous.intervalIntegrable (by fun_prop) _ _)]
    norm_num

end AlignmentWithoutOrientation
```

Without a field, S = 1 has zero flux and E = 0. For S = x the flux is 1 − x², with derivative −2x, so E = 2. Their sum gives

∫ x(1 + x)² dx = ∫ 2x² dx = 4/3,

since the odd terms integrate to zero. Dividing by ∫ (1 + x)² dx = 8/3 gives the normalised orientation ⟨cos θ⟩ = 1/2. So the result does not extend to all superpositions of different energies: some are oriented, although others, such as a sum of two even states, are not.

```lean
#print axioms AlignmentWithoutOrientation.alignment_without_orientation
#print axioms AlignmentWithoutOrientation.oblate_spheroidal_no_orientation
```

```
'AlignmentWithoutOrientation.alignment_without_orientation' depends on axioms: [propext, Classical.choice, Quot.sound]
'AlignmentWithoutOrientation.oblate_spheroidal_no_orientation' depends on axioms: [propext, Classical.choice, Quot.sound]
```
